# Electron-hole attraction never weakens static screening while the pair matrix stays positive definite

Let $D$ (pair energies) and $K$ (electron-hole attraction) be complex square matrices on a finite set of electron-hole pairs, $v$ the bare interaction in a finite auxiliary basis, and $R$ the rectangular matrix that couples pairs to auxiliary functions. With ${}^*$ for the conjugate transpose, the static polarizability is $P_K=-R^*(D-K)^{-1}R$, the screened interaction is $W_K=(1-vP_K)^{-1}v$, and $A\le C$ means that $C-A$ is positive semidefinite (the Loewner order). The pair matrix is $D-K$. The title compares $W_K$ with $W_0$ at fixed $D$, $R$ and $v$, for positive definite $v$ and positive semidefinite $K$.

```lean
import Mathlib

open Matrix
open scoped ComplexOrder

namespace LadderVertexScreening

noncomputable section

variable {m n : Type*} [Fintype m] [DecidableEq m] [Fintype n] [DecidableEq n]

/-- Static polarizability `P_K = -R* (D - K)⁻¹ R` with pair energies `D`, electron-hole
attraction `K` and coupling `R`, for invertible `D - K`. -/
def polarizability (D K : Matrix m m ℂ) (R : Matrix m n ℂ) : Matrix n n ℂ :=
  -(Rᴴ * (D - K)⁻¹ * R)

/-- Screened interaction `W = (1 - v P)⁻¹ v` for bare interaction `v` and polarizability `P`,
for an invertible dielectric matrix `1 - v P`. -/
def screened (v P : Matrix n n ℂ) : Matrix n n ℂ :=
  (1 - v * P)⁻¹ * v

/-- The difference of the inverses of two invertible matrices, written as a term linear in
`C - A` and a term quadratic in it. -/
theorem inverse_difference {A C : Matrix m m ℂ} (hA : IsUnit A.det) (hC : IsUnit C.det) :
    A⁻¹ - C⁻¹ = C⁻¹ * (C - A) * C⁻¹ + C⁻¹ * (C - A) * A⁻¹ * ((C - A) * C⁻¹) := by
  have h1 : C⁻¹ * (C - A) = 1 - C⁻¹ * A := by
    rw [mul_sub, Matrix.nonsing_inv_mul _ hC]
  have h2 : (C - A) * C⁻¹ = 1 - A * C⁻¹ := by
    rw [sub_mul, Matrix.mul_nonsing_inv _ hC]
  have h3 : (1 - C⁻¹ * A) * A⁻¹ = A⁻¹ - C⁻¹ := by
    rw [sub_mul, one_mul, mul_assoc, Matrix.mul_nonsing_inv _ hA, mul_one]
  have h4 : A⁻¹ * (A * C⁻¹) = C⁻¹ := by
    rw [← mul_assoc, Matrix.nonsing_inv_mul _ hA, one_mul]
  rw [h1, h2, h3, sub_mul A⁻¹, mul_sub A⁻¹, h4]
  noncomm_ring

/-- Inversion reverses the Loewner order: if `A` is positive definite and `A ≤ C`, then
`C⁻¹ ≤ A⁻¹`. -/
theorem inverse_antitone {A C : Matrix m m ℂ} (hA : A.PosDef) (h : (C - A).PosSemidef) :
    (A⁻¹ - C⁻¹).PosSemidef := by
  have hC : C.PosDef := by
    have := hA.add_posSemidef h
    rwa [add_sub_cancel] at this
  have cH : (C⁻¹)ᴴ = C⁻¹ := hC.inv.isHermitian.eq
  -- both terms of the identity are congruences of positive matrices
  have p1 := h.conjTranspose_mul_mul_same C⁻¹
  have p2 := hA.inv.posSemidef.conjTranspose_mul_mul_same ((C - A) * C⁻¹)
  rw [cH] at p1
  rw [Matrix.conjTranspose_mul, cH, h.isHermitian.eq] at p2
  rw [inverse_difference ((Matrix.isUnit_iff_isUnit_det A).mp hA.isUnit)
    ((Matrix.isUnit_iff_isUnit_det C).mp hC.isUnit)]
  exact p1.add p2

omit [DecidableEq n] in
/-- A stronger attraction makes the polarizability more negative: if `K₁ ≤ K₂` and `D - K₂` is
positive definite, then `P_{K₂} ≤ P_{K₁}`. -/
theorem polarizability_antitone {D K₁ K₂ : Matrix m m ℂ} (R : Matrix m n ℂ)
    (hK : (K₂ - K₁).PosSemidef) (hD : (D - K₂).PosDef) :
    (polarizability D K₁ R - polarizability D K₂ R).PosSemidef := by
  have e : D - K₁ - (D - K₂) = K₂ - K₁ := by abel
  have h := inverse_antitone (C := D - K₁) hD (by rwa [e])
  convert h.conjTranspose_mul_mul_same R using 1
  simp only [polarizability, Matrix.mul_sub, Matrix.sub_mul]
  abel

/-- For positive definite `v` and `D - K`, the matrix `v⁻¹ - P_K` is positive definite, the
dielectric matrix `1 - v P_K` is invertible, and `W_K = (v⁻¹ - P_K)⁻¹`. -/
theorem screened_eq_inverse {v : Matrix n n ℂ} {D K : Matrix m m ℂ} (R : Matrix m n ℂ)
    (hv : v.PosDef) (hD : (D - K).PosDef) :
    (v⁻¹ - polarizability D K R).PosDef ∧ IsUnit (1 - v * polarizability D K R) ∧
      screened v (polarizability D K R) = (v⁻¹ - polarizability D K R)⁻¹ := by
  have hu := (Matrix.isUnit_iff_isUnit_det v).mp hv.isUnit
  have hS : (v⁻¹ - polarizability D K R).PosDef := by
    unfold polarizability
    rw [sub_neg_eq_add]
    exact hv.inv.add_posSemidef (hD.inv.posSemidef.conjTranspose_mul_mul_same R)
  have fact : 1 - v * polarizability D K R = v * (v⁻¹ - polarizability D K R) := by
    rw [mul_sub, Matrix.mul_nonsing_inv _ hu]
  refine ⟨hS, ?_, ?_⟩
  · rw [fact]
    exact hv.isUnit.mul hS.isUnit
  · unfold screened
    rw [fact, Matrix.mul_inv_rev, mul_assoc, Matrix.nonsing_inv_mul _ hu, mul_one]

/-- Static screening is monotone in the electron-hole attraction: if `K₁ ≤ K₂` and both `v` and
`D - K₂` are positive definite, then `W_{K₂} ≤ W_{K₁}`. -/
theorem screened_antitone {v : Matrix n n ℂ} {D K₁ K₂ : Matrix m m ℂ} (R : Matrix m n ℂ)
    (hv : v.PosDef) (hK : (K₂ - K₁).PosSemidef) (hD : (D - K₂).PosDef) :
    (screened v (polarizability D K₁ R) - screened v (polarizability D K₂ R)).PosSemidef := by
  have hD₁ : (D - K₁).PosDef := by
    have h := hD.add_posSemidef hK
    rwa [sub_add_sub_cancel] at h
  obtain ⟨hS, -, e₁⟩ := screened_eq_inverse R hv hD₁
  obtain ⟨-, -, e₂⟩ := screened_eq_inverse R hv hD
  rw [e₁, e₂]
  apply inverse_antitone hS
  rw [sub_sub_sub_cancel_left]
  exact polarizability_antitone R hK hD

/-- Electron-hole attraction can only strengthen static screening: for `K` positive semidefinite
and `v`, `D - K` positive definite, `W_K ≤ W_0`. -/
theorem attraction_strengthens_screening {v : Matrix n n ℂ} {D K : Matrix m m ℂ}
    (R : Matrix m n ℂ) (hv : v.PosDef) (hK : K.PosSemidef) (hD : (D - K).PosDef) :
    (screened v (polarizability D 0 R) - screened v (polarizability D K R)).PosSemidef :=
  screened_antitone R hv (by rwa [sub_zero]) hD

omit [Fintype n] [DecidableEq n] in
/-- The vertex correction to the polarizability in terms of the amplitudes `X = D⁻¹ R`:
`P_0 - P_K = X* K X + (K X)* (D - K)⁻¹ (K X)`, for `K` positive semidefinite and `D - K`
positive definite. -/
theorem polarizability_gain {D K : Matrix m m ℂ} (R : Matrix m n ℂ)
    (hK : K.PosSemidef) (hD : (D - K).PosDef) :
    polarizability D 0 R - polarizability D K R =
      (D⁻¹ * R)ᴴ * (K * (D⁻¹ * R)) +
        (K * (D⁻¹ * R))ᴴ * (D - K)⁻¹ * (K * (D⁻¹ * R)) := by
  have hD₀ : D.PosDef := by
    have h := hD.add_posSemidef hK
    rwa [sub_add_cancel] at h
  have dH : (D⁻¹)ᴴ = D⁻¹ := hD₀.inv.isHermitian.eq
  have key := inverse_difference ((Matrix.isUnit_iff_isUnit_det _).mp hD.isUnit)
    ((Matrix.isUnit_iff_isUnit_det _).mp hD₀.isUnit)
  rw [sub_sub_cancel] at key
  have e : polarizability D 0 R - polarizability D K R = Rᴴ * ((D - K)⁻¹ - D⁻¹) * R := by
    simp only [polarizability, sub_zero, Matrix.mul_sub, Matrix.sub_mul]
    abel
  rw [e, key]
  simp only [Matrix.conjTranspose_mul, dH, hK.isHermitian.eq, Matrix.mul_add, Matrix.add_mul,
    Matrix.mul_assoc]

/-- For `K` positive semidefinite and `v`, `D - K` positive definite, the attraction leaves the
screened interaction unchanged exactly when it annihilates the amplitudes `D⁻¹ R`. -/
theorem screened_eq_iff {v : Matrix n n ℂ} {D K : Matrix m m ℂ} (R : Matrix m n ℂ)
    (hv : v.PosDef) (hK : K.PosSemidef) (hD : (D - K).PosDef) :
    screened v (polarizability D K R) = screened v (polarizability D 0 R) ↔
      K * (D⁻¹ * R) = 0 := by
  have hD₀ : (D - 0).PosDef := by
    have h := hD.add_posSemidef hK
    rwa [sub_add_cancel, ← sub_zero D] at h
  have gain := polarizability_gain R hK hD
  constructor
  · intro h
    obtain ⟨s₁, -, e₁⟩ := screened_eq_inverse R hv hD
    obtain ⟨s₀, -, e₀⟩ := screened_eq_inverse R hv hD₀
    rw [e₁, e₀] at h
    -- equal screened interactions force equal polarizabilities
    have e : ((v⁻¹ - polarizability D K R)⁻¹)⁻¹ = ((v⁻¹ - polarizability D 0 R)⁻¹)⁻¹ := by
      rw [h]
    rw [Matrix.nonsing_inv_nonsing_inv _ ((Matrix.isUnit_iff_isUnit_det _).mp s₁.isUnit),
      Matrix.nonsing_inv_nonsing_inv _ ((Matrix.isUnit_iff_isUnit_det _).mp s₀.isUnit)] at e
    rw [sub_right_inj.mp e, sub_self] at gain
    have hx : ∀ x : n → ℂ, (K * (D⁻¹ * R)) *ᵥ x = 0 := by
      intro x
      by_contra hne
      -- otherwise the quadratic term of the gain would be strictly positive
      have pos := hD.inv.dotProduct_mulVec_pos hne
      have nonneg := (hK.conjTranspose_mul_mul_same (D⁻¹ * R)).dotProduct_mulVec_nonneg x
      rw [Matrix.mul_assoc] at nonneg
      rw [Matrix.star_mulVec, ← Matrix.dotProduct_mulVec, Matrix.mulVec_mulVec,
        Matrix.mulVec_mulVec] at pos
      have total := add_pos_of_nonneg_of_pos nonneg pos
      rw [← dotProduct_add, ← Matrix.add_mulVec, ← gain, Matrix.zero_mulVec,
        dotProduct_zero] at total
      exact lt_irrefl _ total
    ext i j
    have hj := congrFun (hx (Pi.single j 1)) i
    simpa using hj
  · intro h
    rw [h, Matrix.mul_zero, Matrix.mul_zero, add_zero] at gain
    rw [sub_eq_zero.mp gain]

/-- In one dimension with `v = D = R = 1` and `K = 3`, so that `D - K` is negative, the order is
reversed: `W_K = 2` while `W_0 = 1/2`. -/
theorem order_reversed_beyond_instability :
    screened (1 : Matrix (Fin 1) (Fin 1) ℂ) (polarizability 1 !![(3 : ℂ)] 1) = !![(2 : ℂ)] ∧
    screened (1 : Matrix (Fin 1) (Fin 1) ℂ)
      (polarizability 1 (0 : Matrix (Fin 1) (Fin 1) ℂ) 1) = !![(1 / 2 : ℂ)] := by
  have h1 : ((1 : Matrix (Fin 1) (Fin 1) ℂ) - !![(3 : ℂ)])⁻¹ = !![(-1 / 2 : ℂ)] := by
    apply Matrix.inv_eq_right_inv
    ext i j
    fin_cases i; fin_cases j
    norm_num [Matrix.mul_apply]
  have h2 : ((1 : Matrix (Fin 1) (Fin 1) ℂ) - -!![(-1 / 2 : ℂ)])⁻¹ = !![(2 : ℂ)] := by
    apply Matrix.inv_eq_right_inv
    ext i j
    fin_cases i; fin_cases j
    norm_num [Matrix.mul_apply]
  have h3 : ((1 : Matrix (Fin 1) (Fin 1) ℂ) - -1)⁻¹ = !![(1 / 2 : ℂ)] := by
    apply Matrix.inv_eq_right_inv
    ext i j
    fin_cases i; fin_cases j
    simp only [Matrix.mul_apply, Matrix.sub_apply, Matrix.neg_apply, Matrix.one_apply]
    norm_num
  constructor
  · simp only [screened, polarizability, h1, Matrix.conjTranspose_one, one_mul, mul_one, h2]
  · simp only [screened, polarizability, sub_zero, inv_one, Matrix.conjTranspose_one, one_mul,
      mul_one, h3]

end

end LadderVertexScreening
```

```lean
#print axioms LadderVertexScreening.attraction_strengthens_screening
-- 'LadderVertexScreening.attraction_strengthens_screening' depends on axioms: [propext, Classical.choice, Quot.sound]
#print axioms LadderVertexScreening.screened_eq_iff
-- 'LadderVertexScreening.screened_eq_iff' depends on axioms: [propext, Classical.choice, Quot.sound]
#print axioms LadderVertexScreening.order_reversed_beyond_instability
-- 'LadderVertexScreening.order_reversed_beyond_instability' depends on axioms: [propext, Classical.choice, Quot.sound]
```

## An inequality for every test charge

The theorem `attraction_strengthens_screening` says that if $v$ and $D-K$ are positive definite and $K$ is positive semidefinite, then $W_K\le W_0$. Here $W_0$ is the interaction screened with $K=0$. For every vector $q$ of charge coefficients in the auxiliary basis,

$$q^*W_Kq\le q^*W_0q .$$

The static self-repulsion of any such charge is therefore at most what it was without the attraction. This orders quadratic forms, and in particular diagonal elements; it does not order off-diagonal elements one by one.

The more general `screened_antitone` compares two attractions: if $K_1\le K_2$ and $D-K_2$ is positive definite, then $W_{K_2}\le W_{K_1}$. Neither $K_1$ nor $K_2$ has to be positive by itself.

In the code, the index type `m` labels pairs and `n` labels auxiliary functions. `PosDef` and `PosSemidef` include Hermiticity, and an inequality $A\le C$ is written `(C - A).PosSemidef`. The matrix $R$ is arbitrary. For positive semidefinite $K$, positive definiteness of $D$ need not be assumed, because $D=(D-K)+K$ inherits it.

## The physics in the three positivity conditions

Setting $K=0$ gives the polarizability of independent pairs, as in the random phase approximation. A nonzero $K$ sums the ladder diagrams with a static kernel, which is a vertex correction to the polarizability. The result thus bears on $GW$ calculations that put such a ladder into $W$, in a finite basis and at zero frequency. It says nothing about the vertex in the self-energy or about quasiparticle energies.

Positive definite $v$ means that every nonzero vector of charge coefficients has a positive self-repulsion, as for the Coulomb interaction in a linearly independent auxiliary basis. Positive definite $D-K$ means that the attraction stays below the pair energies in every combination of pairs: $x^*Kx<x^*Dx$ for every $x\ne0$. If the attraction is scaled up from zero, the first zero eigenvalue of $D-K$ signals, for a closed-shell reference state, an instability against forming bound triplet pairs, for which the Hartree coupling drops out. Positive definiteness excludes that instability but is not a complete stability test: for the real-orbital $K$ below, the excitation energies also depend on a second matrix, in which the second term of $K$ has the opposite sign. The repulsive Hartree coupling does not belong in $K$, since it enters later through $v$.

Positive semidefinite $K$ expresses attraction in every pair state. For real orbitals, with $i,j$ occupied and $a,b$ empty, a static kernel $w$ gives $K_{ia,jb}=w_{ij,ab}+w_{ib,ja}$, where $w_{pq,rs}=\iint\varphi_p\varphi_q(\mathbf r)\,w(\mathbf r,\mathbf r')\,\varphi_r\varphi_s(\mathbf r')$. With $\Psi(\mathbf r,\mathbf r')=\sum_{ia}x_{ia}\varphi_i(\mathbf r)\varphi_a(\mathbf r')$ and symmetric $w$,

$$x^{T}Kx=\tfrac12\iint w(\mathbf r,\mathbf r')\,[\Psi(\mathbf r,\mathbf r')+\Psi(\mathbf r',\mathbf r)]^2 .$$

This is nonnegative if $w$ is nowhere negative, as for the bare Coulomb interaction. The Lean file takes the positivity of $K$ as a hypothesis and does not derive it from a kernel.

## Inversion reverses the order

Let $A$ be positive definite, $A\le C$, and $\Delta=C-A$. Then $C=A+\Delta$ is positive definite too. From $C^{-1}\Delta=1-C^{-1}A$ and $\Delta C^{-1}=1-AC^{-1}$ follow

$$C^{-1}\Delta C^{-1}=C^{-1}-C^{-1}AC^{-1},$$

$$C^{-1}\Delta A^{-1}\Delta C^{-1}=(A^{-1}-C^{-1})(1-AC^{-1})=A^{-1}-2C^{-1}+C^{-1}AC^{-1}.$$

Adding the two lines gives

$$A^{-1}-C^{-1}=C^{-1}\Delta C^{-1}+(\Delta C^{-1})^*A^{-1}(\Delta C^{-1}).$$

Both terms have the form $B^*MB$ with $M$ positive semidefinite, so $C^{-1}\le A^{-1}$.

The lemma `inverse_difference` is this identity with $C^{-1}\Delta$ in place of $(\Delta C^{-1})^*$, and in that form it holds for any two invertible matrices; the two factors agree here because $C$ and $\Delta$ are Hermitian. Its steps `h1` to `h4` are the cancellations above, and `noncomm_ring` collects the terms without commuting any factors. In `inverse_antitone`, `conjTranspose_mul_mul_same` supplies the positivity of each term, and `p1.add p2` adds them.

## From the pair matrix to the screened interaction

Take $A=D-K_2$ and $C=D-K_1$, so that $C-A=K_2-K_1\ge0$. Then

$$P_{K_1}-P_{K_2}=R^*\left[(D-K_2)^{-1}-(D-K_1)^{-1}\right]R\ge0 .$$

A stronger attraction makes the polarizability more negative, which is `polarizability_antitone`.

The dielectric matrix $1-vP_K$ is in general not Hermitian, so the order is followed through a Hermitian matrix instead:

$$S_K=v^{-1}-P_K=v^{-1}+R^*(D-K)^{-1}R .$$

This is a positive definite matrix plus a positive semidefinite one, hence positive definite. Since $1-vP_K=vS_K$, the dielectric matrix is invertible, and

$$W_K=(vS_K)^{-1}v=S_K^{-1}v^{-1}v=S_K^{-1}.$$

The three parts of `screened_eq_inverse` record these facts; the factorization is the step named `fact`.

Finally $S_{K_2}-S_{K_1}=P_{K_1}-P_{K_2}\ge0$, and a second inversion gives $W_{K_2}\le W_{K_1}$. This is how `screened_antitone` proceeds: it rewrites both interactions as inverses, applies `inverse_antitone`, and closes with the order of the polarizabilities. Setting $K_1=0$ and $K_2=K$ gives the headline inequality.

## When the attraction changes nothing

The identity for inverses also gives the size of the vertex correction. With $A=D-K$, $C=D$, $\Delta=K$ and the amplitudes $X=D^{-1}R$, multiplication by $R^*$ and $R$ yields

$$P_0-P_K=X^*KX+(KX)^*(D-K)^{-1}(KX).$$

This is `polarizability_gain`. The first term is the ladder with one rung, and the second contains all the rest.

The theorem `screened_eq_iff` states that $W_K=W_0$ exactly when $KX=0$. If the two interactions agree, so do their inverses $S_K$ and $S_0$, and therefore the polarizabilities. The right-hand side above is then zero. For any vector $x$, put $y=KXx$; then

$$0=(Xx)^*K(Xx)+y^*(D-K)^{-1}y .$$

The first term is nonnegative and the second is positive unless $y=0$, so $KXx=0$ for every $x$. The Lean proof argues by contradiction at this point and then inserts unit vectors, `Pi.single j 1`, to read off the matrix entries. Conversely, $KX=0$ removes both terms of the gain, so $P_K=P_0$ and $W_K=W_0$.

## Beyond the instability

For one pair and one auxiliary function with $v=D=R=1$ and $K=3$, the pair matrix is $D-K=-2$. Then $P_K=+\tfrac12$ and $W_K=(1-\tfrac12)^{-1}=2$, while $P_0=-1$ and $W_0=\tfrac12$. The theorem `order_reversed_beyond_instability` establishes these two values of $W$. Invertibility of $D-K$ and of the dielectric matrix is therefore not enough for the inequality, even with $D$ positive definite.

## The matrices in a density-fitted calculation

In a closed-shell calculation with real orbitals, $D$ is diagonal with entries $\varepsilon_a-\varepsilon_i$. Pair densities are expanded in auxiliary functions, $\varphi_i\varphi_a\approx\sum_Q C^Q_{ia}\chi_Q$, and $v$ holds the Coulomb integrals between the $\chi_Q$. The two spins and the two time orderings give a factor of four in $P$, so $R_{ia,Q}=2C^Q_{ia}$.

The calculation then has three steps:

1. Solve $(D-K)Y=R$, with one column for each auxiliary function. For $K=0$ this is division by orbital energy differences.
2. Form $P_K=-R^*Y$.
3. Solve $(1-vP_K)W_K=v$. With a Cholesky factorization $v=LL^*$, this becomes $W_K=L(1-L^*P_KL)^{-1}L^*$, where the matrix to be inverted is Hermitian and positive definite.

With $v=D=R=1$ and $K=\tfrac12$, the steps give $Y=2$, $P_K=-2$ and $W_K=\tfrac13$, below $W_0=\tfrac12$.

The comparison with $W_0$ keeps $D$, $R$ and $v$ fixed. If the ladder is introduced together with quasiparticle corrections that change the pair energies from $D$ to $D+G$, with $G$ Hermitian, the opening of the gap works against the attraction. `screened_antitone` still applies, with $D+G$ as pair energies, $K_1=G$ and $K_2=K$: the new $W$ is at most the old one in the Loewner order if $G\le K$ and $D+G-K$ is positive definite.
